# A similarity-transformed rank-one Hamiltonian acting on the reference state of a three-level system

For a three-level system with the real Hamiltonian H = v vᵀ, v = (1, 1, b), the theorem `transformed_reference` computes what exp(−T) H exp(T) does to the reference state e₀ = (1, 0, 0). The vector v is not normalised, so H is 2 + b² times the projector onto v/|v|. The cluster operator T = t(E₁₀ + E₂₁) has a single amplitude, and for all real t and b the result is (1 + t + bt²/2) times the vector (1, 1 − t, b − t + t²/2). The proof replaces both exponentials by explicit matrices, then tries to check the three components with `simp` and `ring`.

Lean 4 with Mathlib refuses this proof:

```lean
import Mathlib

open Matrix

namespace TransformedReference

noncomputable section

/-- The similarity-transformed Hamiltonian `exp(-T) H exp(T)`. -/
def transformed {n : Type*} [Fintype n] [DecidableEq n] (H T : Matrix n n ℝ) :
    Matrix n n ℝ :=
  NormedSpace.exp (-T) * H * NormedSpace.exp T

/-- The reference state `e0` of a three-level system. -/
def reference : Fin 3 → ℝ := ![1, 0, 0]

/-- The cluster operator `T = t (E_10 + E_21)` with a single amplitude `t`. -/
def excitation (t : ℝ) : Matrix (Fin 3) (Fin 3) ℝ :=
  !![0, 0, 0; t, 0, 0; 0, t, 0]

/-- The Hamiltonian `H = v vᵀ` with `v = (1, 1, b)`. -/
def hamiltonian (b : ℝ) : Matrix (Fin 3) (Fin 3) ℝ :=
  vecMulVec ![1, 1, b] ![1, 1, b]

/-- The exponential of the cluster operator is a polynomial of second degree in the
amplitude, written here as a matrix. -/
theorem exp_excitation (t : ℝ) :
    NormedSpace.exp (excitation t) = !![1, 0, 0; t, 1, 0; t ^ 2 / 2, t, 1] := by
  have h3 : excitation t ^ 3 = 0 := by
    ext i j
    fin_cases i <;> fin_cases j <;>
      simp [excitation, pow_succ, Matrix.mul_apply, Fin.sum_univ_three]
  have h : NormedSpace.exp (excitation t)
      = ∑' n : ℕ, ((n.factorial : ℝ)⁻¹) • excitation t ^ n :=
    congrFun (NormedSpace.exp_eq_tsum (𝕂 := ℝ)
      (𝔸 := Matrix (Fin 3) (Fin 3) ℝ)) (excitation t)
  -- all terms from the third power on vanish
  have hz : ∀ n ∉ Finset.range 3,
      ((n.factorial : ℝ)⁻¹) • excitation t ^ n = 0 := by
    intro n hn
    obtain ⟨k, rfl⟩ := Nat.exists_eq_add_of_le (not_lt.mp (mt Finset.mem_range.mpr hn))
    rw [pow_add, h3, zero_mul, smul_zero]
  rw [h, tsum_eq_sum hz]
  ext i j
  fin_cases i <;> fin_cases j <;>
    simp [Finset.sum_range_succ, excitation, pow_succ, Nat.factorial]
  ring

/-- The matrix elements of the Hamiltonian `v vᵀ` with `v = (1, 1, b)`. -/
theorem hamiltonian_entries (b : ℝ) :
    hamiltonian b = !![1, 1, b; 1, 1, b; b, b, b * b] := by
  ext i j
  rw [hamiltonian, vecMulVec_apply]
  fin_cases i <;> fin_cases j <;> simp

/-- The transformed Hamiltonian acting on the reference, for every amplitude `t` and
every parameter `b` of the Hamiltonian. -/
theorem transformed_reference (b t : ℝ) :
    transformed (hamiltonian b) (excitation t) *ᵥ reference
      = (1 + t + b * t ^ 2 / 2) • ![1, 1 - t, b - t + t ^ 2 / 2] := by
  have hneg : -excitation t = excitation (-t) := by
    ext i j
    fin_cases i <;> fin_cases j <;> simp [excitation]
  rw [transformed, hneg, exp_excitation, exp_excitation]
  ext i
  fin_cases i <;>
    simp [hamiltonian, reference, Matrix.mulVec, dotProduct, Matrix.mul_apply,
      Fin.sum_univ_three, vecMulVec_apply] <;> ring

end

end TransformedReference
```

The compiler's answer:

```
Try this:
  [apply] ring_nf
  
  The `ring` tactic failed to close the goal. Use `ring_nf` to obtain a normal form.
    
  Note that `ring` works primarily in *commutative* rings. If you have a noncommutative ring, abelian group or module, consider using `noncomm_ring`, `abel` or `module` instead.
Try this:
  [apply] ring_nf
  
  The `ring` tactic failed to close the goal. Use `ring_nf` to obtain a normal form.
    
  Note that `ring` works primarily in *commutative* rings. If you have a noncommutative ring, abelian group or module, consider using `noncomm_ring`, `abel` or `module` instead.
Try this:
  [apply] ring_nf
  
  The `ring` tactic failed to close the goal. Use `ring_nf` to obtain a normal form.
    
  Note that `ring` works primarily in *commutative* rings. If you have a noncommutative ring, abelian group or module, consider using `noncomm_ring`, `abel` or `module` instead.
Main.lean:60:68: error: unsolved goals
case «0»
b t : ℝ
hneg : -excitation t = excitation (-t)
⊢ vecHead (fun i => ![![1, 1, b] i, ![1, 1, b] i, ![1, 1, b] i * b]) 0 +
        vecHead (fun i => ![![1, 1, b] i, ![1, 1, b] i, b * ![1, 1, b] i]) 1 * t +
      t ^ 2 * vecHead (fun i => ![![1, 1, b] i, ![1, 1, b] i, b * ![1, 1, b] i]) 2 * (1 / 2) =
    1 + b * t ^ 2 * (1 / 2) + t

case «1»
b t : ℝ
hneg : -excitation t = excitation (-t)
⊢ -(t * vecHead (fun i => ![![1, 1, b] i, ![1, 1, b] i, ![1, 1, b] i * b]) 0) +
              t * vecHead (vecTail fun i => ![![1, 1, b] i, ![1, 1, b] i, b * ![1, 1, b] i]) 1 -
            t ^ 2 * vecHead (fun i => ![![1, 1, b] i, ![1, 1, b] i, b * ![1, 1, b] i]) 1 +
          t ^ 2 * vecHead (vecTail fun i => ![![1, 1, b] i, ![1, 1, b] i, b * ![1, 1, b] i]) 2 * (1 / 2) +
        t ^ 3 * vecHead (fun i => ![![1, 1, b] i, ![1, 1, b] i, b * ![1, 1, b] i]) 2 * (-1 / 2) +
      vecHead (vecTail fun i => ![![1, 1, b] i, ![1, 1, b] i, b * ![1, 1, b] i]) 0 =
    1 - t ^ 2 + t ^ 2 * b * (1 / 2) + t ^ 3 * b * (-1 / 2)

case «2»
b t : ℝ
hneg : -excitation t = excitation (-t)
⊢ -(t * vecHead (vecTail fun i => ![![1, 1, b] i, ![1, 1, b] i, b * ![1, 1, b] i]) 0) +
                    t * vecHead (vecTail (vecTail fun i => ![![1, 1, b] i, ![1, 1, b] i, b * ![1, 1, b] i])) 1 +
                  t ^ 2 * vecHead (fun i => ![![1, 1, b] i, ![1, 1, b] i, ![1, 1, b] i * b]) 0 * (1 / 2) -
                t ^ 2 * vecHead (vecTail fun i => ![![1, 1, b] i, ![1, 1, b] i, b * ![1, 1, b] i]) 1 +
              t ^ 2 * vecHead (vecTail (vecTail fun i => ![![1, 1, b] i, ![1, 1, b] i, b * ![1, 1, b] i])) 2 * (1 / 2) +
            t ^ 3 * vecHead (fun i => ![![1, 1, b] i, ![1, 1, b] i, b * ![1, 1, b] i]) 1 * (1 / 2) +
          t ^ 3 * vecHead (vecTail fun i => ![![1, 1, b] i, ![1, 1, b] i, b * ![1, 1, b] i]) 2 * (-1 / 2) +
        t ^ 4 * vecHead (fun i => ![![1, 1, b] i, ![1, 1, b] i, b * ![1, 1, b] i]) 2 * (1 / 4) +
      vecHead (vecTail (vecTail fun i => ![![1, 1, b] i, ![1, 1, b] i, b * ![1, 1, b] i])) 0 =
    -t + t * b + t ^ 2 * (-1 / 2) + t ^ 2 * b ^ 2 * (1 / 2) + t ^ 3 * (1 / 2) + t ^ 3 * b * (-1 / 2) +
        t ^ 4 * b * (1 / 4) +
      b
Main.lean:68:26: warning: This simp argument is unused:
  vecMulVec_apply

Hint: Omit it from the simp argument list.
  [apply] simp [hamiltonian, reference, Matrix.mulVec, dotProduct, Matrix.mul_apply, Fin.sum_univ_three]

Note: This linter can be disabled with `set_option linter.unusedSimpArgs false`
```

Cause. The error lists three unsolved goals, one per component, and the three `ring_nf` suggestions say that `ring` could not close them. In each goal, entries of H are stuck in forms such as `vecHead (fun i => ...) 0`. `simp` had unfolded `hamiltonian` and rewritten the outer product of the two vectors as a function of the row index, whose rows it then failed to evaluate. To `ring` these terms are unknown quantities, so it cannot match them with 1 or b. The warning that `vecMulVec_apply` is unused fits this: the lemma that would have given the entries as products never fired.

The repair rewrites with `hamiltonian_entries`, already proved in the file, so that `simp` meets H as an explicit matrix and can read off its entries. The reversed `mulVec_mulVec` rewrites let the three factors act on the reference in turn, so no matrix product has to be expanded; this shortens the calculation, though the messages do not show that it was needed. `hamiltonian`, `vecMulVec_apply` and `Matrix.mul_apply` then have no work left in the `simp` call, and dropping them is tidying.

The repair, with which the file compiles:

```diff
@@ -62,9 +62,10 @@
     ext i j
     fin_cases i <;> fin_cases j <;> simp [excitation]
-  rw [transformed, hneg, exp_excitation, exp_excitation]
+  -- apply the three factors to the reference one after the other
+  rw [transformed, hneg, exp_excitation, exp_excitation, hamiltonian_entries,
+    ← mulVec_mulVec, ← mulVec_mulVec]
   ext i
   fin_cases i <;>
-    simp [hamiltonian, reference, Matrix.mulVec, dotProduct, Matrix.mul_apply,
-      Fin.sum_univ_three, vecMulVec_apply] <;> ring
+    simp [reference, Matrix.mulVec, dotProduct, Fin.sum_univ_three] <;> ring
 
 end
```
